# A basis-set error $A(r)/X^p$ shifts a bond length with non-zero force constant by $O(X^{-p})$

If the basis-set error of an energy curve is a fixed smooth function of the bond length divided by $X^3$, the error of the optimised bond length falls off at least as fast, provided that the force constant is non-zero and the optimised bond lengths converge. Here $X$ is the cardinal number of the basis: 2 for double-zeta, 3 for triple-zeta, and so on. Let $E(r)$ be the energy at the basis-set limit, $A(r)/X^p$ the error with a fixed integer $p\ge 1$, and $R_X$ a stationary point of

$$E_X(r)=E(r)+\frac{A(r)}{X^p}.$$

If $E$ is twice and $A$ once continuously differentiable, $R_X\to R_0$ and $E''(R_0)\neq 0$, then

$$X^p\,(R_X-R_0)\;\longrightarrow\;-\frac{A'(R_0)}{E''(R_0)} .$$

The power $p=3$ is the usual choice for the correlation energy, which converges slowly because products of smooth one-electron functions describe the electron–electron cusp poorly. In electronic-structure work the result supports extrapolating geometries as well as energies, for one coordinate and a single-power error.

## From the balance of slopes to the displacement

At a stationary point the two slopes balance:

$$E'(R_X)+\frac{A'(R_X)}{X^p}=0 .$$

Let $X\to\infty$. By continuity $E'(R_X)\to E'(R_0)$, while $A'(R_X)$ tends to the finite value $A'(R_0)$ and is divided by a growing power. Hence $E'(R_0)=0$, which need not be assumed.

Now define the difference quotient

$$q(r)=\frac{E'(r)-E'(R_0)}{r-R_0}\quad(r\ne R_0),\qquad q(R_0)=E''(R_0).$$

It is continuous at $R_0$, by the definition of the derivative. Since $E'(R_0)=0$, we have $E'(R_X)=(R_X-R_0)\,q(R_X)$, and the balance becomes

$$(R_X-R_0)\,q(R_X)=-\frac{A'(R_X)}{X^p}.$$

Because $q(R_X)\to E''(R_0)\neq0$, the quotient is non-zero for large $X$. Multiplying by $X^p$ and dividing by $q(R_X)$ gives

$$X^p(R_X-R_0)=-\frac{A'(R_X)}{q(R_X)}\longrightarrow-\frac{A'(R_0)}{E''(R_0)} .$$

At a minimum with $E''(R_0)>0$, an error with $A'(R_0)>0$, which grows with bond length there, makes the computed bond too short for large $X$. If $A'(R_0)=0$, the limit is zero and the bond length converges faster than $X^{-p}$.

The simplest case is a harmonic curve with a linear amplitude, $E=\tfrac12k(r-R_0)^2$ and $A=a_0+a_1(r-R_0)$ with $k>0$. Then $R_X=R_0-a_1/(kX^p)$ exactly, for every $X\ge1$. The energy there is $a_0/X^p-a_1^2/(2kX^{2p})$, so the shift in geometry affects the energy only at order $X^{-2p}$.

## The energy curve and its slope

```lean
import Mathlib

open Filter Topology

namespace BasisSetLimitGeometry

noncomputable section
```

The definition `basisEnergy E A p X` is the function $E_X$. The exponent and the cardinal number are natural numbers; the value $X=0$ is allowed by the type but has no influence on the limits below.

```lean
/-- Energy curve in a basis of cardinal number `X ≥ 1`: the basis-set limit `E` plus an
error `A / X ^ p` whose amplitude `A` depends on the bond length `r`. -/
def basisEnergy (E A : ℝ → ℝ) (p X : ℕ) (r : ℝ) : ℝ := E r + A r / (X : ℝ) ^ p
```

The model assumes that the error is exactly $A(r)/X^p$, with an amplitude independent of $X$. Real errors contain further terms, and the Hartree–Fock part of the energy converges faster than the correlation part. The curves are also taken to be smooth on the whole real line, although a molecular energy diverges at $r=0$.

The sequence `R` assigns a bond length `R X` to each cardinal number, and `R0` is its limit. The first lemma differentiates the curve using the rules for a sum and for division by a constant.

```lean
variable {E A : ℝ → ℝ} {p : ℕ} {R0 : ℝ} {R : ℕ → ℝ}

/-- For differentiable `E` and `A`, the slope of the finite-basis energy curve is the slope
of the limiting curve plus the slope of the error amplitude divided by `X ^ p`. -/
theorem deriv_basisEnergy (hE : Differentiable ℝ E) (hA : Differentiable ℝ A)
    (p X : ℕ) (r : ℝ) :
    deriv (basisEnergy E A p X) r = deriv E r + deriv A r / (X : ℝ) ^ p := by
  have h : HasDerivAt (basisEnergy E A p X) (deriv E r + deriv A r / (X : ℝ) ^ p) r := by
    have h1 := (hE r).hasDerivAt.fun_add ((hA r).hasDerivAt.div_const ((X : ℝ) ^ p))
    exact h1
  exact h.deriv
```

## Linear response of a zero

The central step holds for any function `g` with a zero of slope `k ≠ 0` at `R0`, perturbed by `ε` times a function `a`. The filter `l` stands for whatever limit is being taken. For the bond length, `g` is $E'$, `a` is $A'$ and `ε` is $1/X^p$.

Mathlib's `dslope g R0` is the quotient $q$ above, including its value at $R_0$, so a point with $R_X=R_0$ needs no separate treatment. In the proof, `hs` states that the quotient tends to `k`, and `hq` gives the limit of $-a(R)/q(R)$. The remaining lines show that this ratio eventually equals $(R-R_0)/\varepsilon$: `div_eq_div_iff` clears the denominators, and `linear_combination` combines the balance equation with $(R-R_0)\,q(R)=g(R)$.

```lean
/-- Linear response of a geometry: let `g` vanish at `R0` with slope `k ≠ 0`, and let `a` be
continuous there. If `g + ε a` vanishes at points `R` tending to `R0`, with `ε ≠ 0`, then the
displacement per unit of `ε` tends to `-a(R0) / k`. -/
theorem displacement_response {ι : Type*} {l : Filter ι} {g a : ℝ → ℝ} {k R0 : ℝ}
    {R ε : ι → ℝ} (hg : HasDerivAt g k R0) (hg0 : g R0 = 0) (hk : k ≠ 0)
    (ha : ContinuousAt a R0) (hR : Tendsto R l (𝓝 R0)) (hε : ∀ᶠ i in l, ε i ≠ 0)
    (hbal : ∀ᶠ i in l, g (R i) + ε i * a (R i) = 0) :
    Tendsto (fun i => (R i - R0) / ε i) l (𝓝 (-a R0 / k)) := by
  -- the difference quotient of `g` tends to `k`
  have hs : Tendsto (fun i => dslope g R0 (R i)) l (𝓝 k) := by
    have h := (continuousAt_dslope_same.2 hg.differentiableAt).tendsto.comp hR
    rw [dslope_same, hg.deriv] at h
    exact h
  have hq := ((ha.tendsto.comp hR).neg).div hs hk
  refine hq.congr' ?_
  filter_upwards [hε, hbal, hs.eventually (eventually_ne_nhds hk)] with i h1 h2 h3
  have h4 := sub_smul_dslope g R0 (R i)
  rw [smul_eq_mul, hg0, sub_zero] at h4
  show -a (R i) / dslope g R0 (R i) = (R i - R0) / ε i
  rw [div_eq_div_iff h3 h1]
  linear_combination -h2 - h4
```

## The limit point and the rate

In the statements that follow, `∀ᶠ X in atTop` means "for all sufficiently large $X$", and `Tendsto … atTop (𝓝 c)` means convergence to $c$ as $X\to\infty$. The hypothesis `hst` says that the slope of the finite-basis curve vanishes at `R X`; minima and maxima are both allowed.

The next theorem is the first step of the derivation. The sum of the two slopes tends to $E'(R_0)$, but it is eventually zero, and limits are unique.

```lean
/-- If stationary points of the finite-basis curves converge to `R0`, then `R0` is a
stationary point of the limiting curve, for continuously differentiable `E`, `A` and `p ≠ 0`. -/
theorem stationary_limit (hE : ContDiff ℝ 1 E) (hA : ContDiff ℝ 1 A) (hp : p ≠ 0)
    (hR : Tendsto R atTop (𝓝 R0))
    (hst : ∀ᶠ X in atTop, deriv (basisEnergy E A p X) (R X) = 0) : deriv E R0 = 0 := by
  obtain ⟨dE, cE⟩ := contDiff_one_iff_deriv.1 hE
  obtain ⟨dA, cA⟩ := contDiff_one_iff_deriv.1 hA
  have hpow : Tendsto (fun X : ℕ => (X : ℝ) ^ p) atTop atTop :=
    (tendsto_pow_atTop hp).comp tendsto_natCast_atTop_atTop
  have h := ((cE.tendsto R0).comp hR).add (((cA.tendsto R0).comp hR).div_atTop hpow)
  rw [add_zero] at h
  have h2 : Tendsto (fun _ : ℕ => (0 : ℝ)) atTop (𝓝 (deriv E R0)) := by
    refine h.congr' ?_
    filter_upwards [hst] with X hX
    rw [deriv_basisEnergy dE dA] at hX
    exact hX
  exact tendsto_nhds_unique h2 tendsto_const_nhds
```

The main theorem reads `ContDiff ℝ 2 E` as "twice continuously differentiable" and `deriv (deriv E) R0` as the force constant. The hypothesis `hR` expresses that the optimisations settle into the same well as the basis grows. The proof obtains $E'(R_0)=0$ from `stationary_limit`, writes stationarity as the balance `hbal`, and applies `displacement_response`. The last line turns division by $1/X^p$ into multiplication by $X^p$.

```lean
/-- Scaled limit of the bond-length error: for `E` twice and `A` once continuously differentiable,
`p ≠ 0` and `E''(R0) ≠ 0`, stationary points `R X` tending to `R0` satisfy
`X ^ p (R X - R0) → -A'(R0) / E''(R0)`. -/
theorem bond_length_convergence (hE : ContDiff ℝ 2 E) (hA : ContDiff ℝ 1 A) (hp : p ≠ 0)
    (hk : deriv (deriv E) R0 ≠ 0) (hR : Tendsto R atTop (𝓝 R0))
    (hst : ∀ᶠ X in atTop, deriv (basisEnergy E A p X) (R X) = 0) :
    Tendsto (fun X : ℕ => (X : ℝ) ^ p * (R X - R0)) atTop
      (𝓝 (-deriv A R0 / deriv (deriv E) R0)) := by
  have hE1 : ContDiff ℝ 1 E := hE.of_le one_le_two
  obtain ⟨dE, -⟩ := contDiff_one_iff_deriv.1 hE1
  obtain ⟨dA, cA⟩ := contDiff_one_iff_deriv.1 hA
  have h0 := stationary_limit hE1 hA hp hR hst
  have hε : ∀ᶠ X : ℕ in atTop, 1 / (X : ℝ) ^ p ≠ 0 := by
    filter_upwards [eventually_gt_atTop 0] with X hX
    have : (0 : ℝ) < X := by exact_mod_cast hX
    positivity
  have hbal : ∀ᶠ X : ℕ in atTop,
      deriv E (R X) + 1 / (X : ℝ) ^ p * deriv A (R X) = 0 := by
    filter_upwards [hst] with X hX
    rw [deriv_basisEnergy dE dA] at hX
    rw [← hX]
    ring
  -- linear response with the small parameter `1 / X ^ p`
  have h := displacement_response (hE.differentiable_deriv_two R0).hasDerivAt h0 hk
    cA.continuousAt hR hε hbal
  refine h.congr fun X => ?_
  rw [div_div_eq_mul_div, div_one, mul_comm]
```

## The energy at the optimised geometry

The energy error at the relaxed geometry splits into two parts:

$$X^p\bigl(E_X(R_X)-E(R_0)\bigr)=X^p\bigl(E(R_X)-E(R_0)\bigr)+A(R_X).$$

The first part is $X^p(R_X-R_0)$ times the difference quotient of $E$. The former has a finite limit and the latter tends to $E'(R_0)=0$, so only $A(R_0)$ survives. The proof forms this product and sum of limits in `h`, then identifies the expressions for $X>0$.

```lean
/-- Let `E` be twice and `A` once continuously differentiable, `p ≠ 0` and `E''(R0) ≠ 0`, and let
stationary points `R X` tend to `R0`. Then the finite-basis energy at `R X` approaches `E(R0)` with
leading error `A(R0) / X ^ p`. -/
theorem relaxed_energy_convergence (hE : ContDiff ℝ 2 E) (hA : ContDiff ℝ 1 A) (hp : p ≠ 0)
    (hk : deriv (deriv E) R0 ≠ 0) (hR : Tendsto R atTop (𝓝 R0))
    (hst : ∀ᶠ X in atTop, deriv (basisEnergy E A p X) (R X) = 0) :
    Tendsto (fun X : ℕ => (X : ℝ) ^ p * (basisEnergy E A p X (R X) - E R0)) atTop
      (𝓝 (A R0)) := by
  have hE1 : ContDiff ℝ 1 E := hE.of_le one_le_two
  obtain ⟨dE, -⟩ := contDiff_one_iff_deriv.1 hE1
  have hs := (continuousAt_dslope_same.2 (dE R0)).tendsto.comp hR
  rw [dslope_same, stationary_limit hE1 hA hp hR hst] at hs
  -- the geometry shift contributes only beyond leading order
  have h := ((bond_length_convergence hE hA hp hk hR hst).mul hs).add
    ((hA.continuous.tendsto R0).comp hR)
  rw [mul_zero, zero_add] at h
  refine h.congr' ?_
  filter_upwards [eventually_gt_atTop 0] with X hX
  have hX0 : (X : ℝ) ≠ 0 := by exact_mod_cast hX.ne'
  have h4 := sub_smul_dslope E R0 (R X)
  rw [smul_eq_mul] at h4
  have h5 : (X : ℝ) ^ p * (A (R X) / (X : ℝ) ^ p) = A (R X) := by field_simp
  show (X : ℝ) ^ p * (R X - R0) * dslope E R0 (R X) + A (R X)
    = (X : ℝ) ^ p * (E (R X) + A (R X) / (X : ℝ) ^ p - E R0)
  linear_combination (X : ℝ) ^ p * h4 - h5
```

## Extrapolating from two bond lengths

With bond lengths at $X$ and $2X$, the combination $(2^pR_{2X}-R_X)/(2^p-1)$ has the scaled error

$$\frac{(2X)^p(R_{2X}-R_0)-X^p(R_X-R_0)}{2^p-1}.$$

Both terms in the numerator have the same limit, so the difference tends to zero. In Lean, `h.comp h2X` is the main theorem along the even cardinal numbers, and `h3` is the subtraction.

For $p=3$, a diatomic optimised in double- and quadruple-zeta bases gives the estimate $(8R_4-R_2)/7$. With the invented values $R_2=1.120$ Å and $R_4=1.106$ Å this is $1.104$ Å. The theorem concerns large $X$ and gives no error bound for this particular pair.

```lean
/-- Let `E` be twice and `A` once continuously differentiable, `p ≠ 0` and `E''(R0) ≠ 0`, and let
stationary points `R X` tend to `R0`. Then the two-point extrapolation
`(2 ^ p R (2 X) - R X) / (2 ^ p - 1)` of the bond lengths at cardinal numbers `X` and `2 X` leaves
an error that vanishes faster than `1 / X ^ p`. -/
theorem bond_length_extrapolation (hE : ContDiff ℝ 2 E) (hA : ContDiff ℝ 1 A) (hp : p ≠ 0)
    (hk : deriv (deriv E) R0 ≠ 0) (hR : Tendsto R atTop (𝓝 R0))
    (hst : ∀ᶠ X in atTop, deriv (basisEnergy E A p X) (R X) = 0) :
    Tendsto (fun X : ℕ => (X : ℝ) ^ p *
      ((2 ^ p * R (2 * X) - R X) / (2 ^ p - 1) - R0)) atTop (𝓝 0) := by
  have h := bond_length_convergence hE hA hp hk hR hst
  have h2X : Tendsto (fun X : ℕ => 2 * X) atTop atTop :=
    tendsto_atTop_mono (fun X : ℕ => (by omega : X ≤ 2 * X)) tendsto_id
  have hd : (2 : ℝ) ^ p - 1 ≠ 0 := (sub_pos.2 (one_lt_pow₀ one_lt_two hp)).ne'
  -- both scaled errors have the same limit, so they cancel
  have h3 := ((h.comp h2X).sub h).div_const ((2 : ℝ) ^ p - 1)
  rw [sub_self, zero_div] at h3
  refine h3.congr fun X => ?_
  show (((2 * X : ℕ) : ℝ) ^ p * (R (2 * X) - R0) - (X : ℝ) ^ p * (R X - R0)) / (2 ^ p - 1) = _
  rw [Nat.cast_mul, Nat.cast_ofNat, mul_pow]
  field_simp
  ring
```

## Stationary points near a minimum

The main theorem takes the points $R_X$ as given. Near a minimum with positive force constant they exist for large $X$. Since $q$ is positive near $R_0$, one can choose $t>0$, smaller than any prescribed distance $\delta$, with $E'(R_0-t)<0<E'(R_0+t)$. At these two fixed points the finite-basis slope tends to $E'$, so it has the same signs once $X$ is large, and by the intermediate value theorem it vanishes in between.

In the proof, `hleft` and `hright` are the two signs, `hlim` is the convergence of the slopes, and `intermediate_value_Icc` supplies the zero. Here $E'(R_0)=0$ is a hypothesis. The theorem claims neither that the point is unique nor that it is a minimum.

```lean
/-- If `R0` is a stationary point of `E` with `E''(R0) > 0`, then for `p ≠ 0` every neighbourhood
of `R0` contains a stationary point of the finite-basis curve once `X` is large enough. Here `E`
is twice and `A` once continuously differentiable. -/
theorem exists_stationary_near (hE : ContDiff ℝ 2 E) (hA : ContDiff ℝ 1 A) (hp : p ≠ 0)
    (h0 : deriv E R0 = 0) (hk : 0 < deriv (deriv E) R0) {δ : ℝ} (hδ : 0 < δ) :
    ∀ᶠ X : ℕ in atTop, ∃ r, |r - R0| < δ ∧ deriv (basisEnergy E A p X) r = 0 := by
  obtain ⟨dE, cE⟩ := contDiff_one_iff_deriv.1 (hE.of_le one_le_two)
  obtain ⟨dA, cA⟩ := contDiff_one_iff_deriv.1 hA
  have hs := (continuousAt_dslope_same.2 (hE.differentiable_deriv_two R0)).tendsto
  rw [dslope_same] at hs
  obtain ⟨η, hη, hball⟩ := Metric.eventually_nhds_iff.1 (hs.eventually (lt_mem_nhds hk))
  obtain ⟨t, ht, htm⟩ := exists_between (lt_min hη hδ)
  obtain ⟨htη, htδ⟩ := lt_min_iff.1 htm
  -- the limiting slope changes sign between `R0 - t` and `R0 + t`
  have hright : 0 < deriv E (R0 + t) := by
    have h1 := hball (y := R0 + t) (by rw [Real.dist_eq, abs_lt]; constructor <;> linarith)
    have h2 := sub_smul_dslope (deriv E) R0 (R0 + t)
    rw [smul_eq_mul, h0] at h2
    linarith [mul_pos ht h1]
  have hleft : deriv E (R0 - t) < 0 := by
    have h1 := hball (y := R0 - t) (by rw [Real.dist_eq, abs_lt]; constructor <;> linarith)
    have h2 := sub_smul_dslope (deriv E) R0 (R0 - t)
    rw [smul_eq_mul, h0] at h2
    linarith [mul_pos ht h1]
  have hpow : Tendsto (fun X : ℕ => (X : ℝ) ^ p) atTop atTop :=
    (tendsto_pow_atTop hp).comp tendsto_natCast_atTop_atTop
  have hlim : ∀ r, Tendsto (fun X : ℕ => deriv E r + deriv A r / (X : ℝ) ^ p) atTop
      (𝓝 (deriv E r)) := by
    intro r
    have h := (tendsto_const_nhds (x := deriv E r)).add
      ((tendsto_const_nhds (x := deriv A r)).div_atTop hpow)
    rw [add_zero] at h
    exact h
  filter_upwards [(hlim (R0 + t)).eventually (lt_mem_nhds hright),
    (hlim (R0 - t)).eventually (gt_mem_nhds hleft)] with X h1 h2
  have hc : Continuous (fun r => deriv E r + deriv A r / (X : ℝ) ^ p) :=
    cE.add (cA.div_const _)
  obtain ⟨r, hr, hr0⟩ := intermediate_value_Icc (by linarith : R0 - t ≤ R0 + t)
    hc.continuousOn (Set.mem_Icc.2 ⟨h2.le, h1.le⟩)
  refine ⟨r, ?_, ?_⟩
  · rw [abs_lt]
    constructor <;> linarith [hr.1, hr.2]
  · rw [deriv_basisEnergy dE dA]
    exact hr0
```

## A quartic well converges more slowly

In this mathematical example, which is not a model of a particular molecule, $r$ is the displacement from the equilibrium bond length and may be negative. Take $E=r^4$, $A=-4r$ and $p=3$. Stationarity requires $4r^3=4/X^3$, so $R_X=1/X$. These points tend to the minimum at $0$, but $X^3R_X=X^2$ diverges: an energy error of order $X^{-3}$ at fixed $r$ produces a bond-length error of order $X^{-1}$. The force constant vanishes here, so a strict minimum alone does not secure the rate.

The three parts of the theorem are stationarity, convergence to zero and divergence of the scaled displacement. The first is checked by explicit differentiation, the last by reducing the expression to $X^2$.

```lean
/-- In the quartic well `E = r ^ 4` with error `-4 r / X ^ 3`, the points `1 / X` are stationary
and tend to `0`, but their displacement multiplied by `X ^ 3` diverges. -/
theorem quartic_well_loses_order :
    (∀ X : ℕ, 0 < X →
      deriv (basisEnergy (fun r => r ^ 4) (fun r => -4 * r) 3 X) (1 / (X : ℝ)) = 0) ∧
    Tendsto (fun X : ℕ => 1 / (X : ℝ)) atTop (𝓝 0) ∧
    Tendsto (fun X : ℕ => (X : ℝ) ^ 3 * (1 / (X : ℝ) - 0)) atTop atTop := by
  refine ⟨fun X _ => ?_, tendsto_one_div_atTop_nhds_zero_nat, ?_⟩
  · have d1 : ∀ x : ℝ, HasDerivAt (fun r : ℝ => r ^ 4) (4 * x ^ 3) x := fun x => by
      simpa using hasDerivAt_pow 4 x
    have d2 : ∀ x : ℝ, HasDerivAt (fun r : ℝ => -4 * r) (-4) x := fun x => by
      simpa using (hasDerivAt_id' x).const_mul (-4 : ℝ)
    rw [deriv_basisEnergy (fun x => (d1 x).differentiableAt)
      (fun x => (d2 x).differentiableAt), (d1 _).deriv, (d2 _).deriv]
    ring
  · have h : Tendsto (fun X : ℕ => (X : ℝ) ^ 2) atTop atTop :=
      (tendsto_pow_atTop two_ne_zero).comp tendsto_natCast_atTop_atTop
    refine h.congr' ?_
    filter_upwards [eventually_gt_atTop 0] with X hX
    have hX0 : (X : ℝ) ≠ 0 := by exact_mod_cast hX.ne'
    rw [sub_zero, mul_one_div, eq_div_iff hX0]
    ring

end

end BasisSetLimitGeometry
```

```lean
#print axioms BasisSetLimitGeometry.relaxed_energy_convergence
-- 'BasisSetLimitGeometry.relaxed_energy_convergence' depends on axioms: [propext, Classical.choice, Quot.sound]
#print axioms BasisSetLimitGeometry.bond_length_extrapolation
-- 'BasisSetLimitGeometry.bond_length_extrapolation' depends on axioms: [propext, Classical.choice, Quot.sound]
#print axioms BasisSetLimitGeometry.exists_stationary_near
-- 'BasisSetLimitGeometry.exists_stationary_near' depends on axioms: [propext, Classical.choice, Quot.sound]
#print axioms BasisSetLimitGeometry.quartic_well_loses_order
-- 'BasisSetLimitGeometry.quartic_well_loses_order' depends on axioms: [propext, Classical.choice, Quot.sound]
```
